# Permutations with only even overlap suffice to span the symmetriser–antisymmetriser products

Let a finite set of labels, such as those of particles, be permuted, and let H and K be any two subgroups of its permutations. In the rational group algebra, a is the sum of the elements of H and b the sum of the elements of K, each with its sign; neither is normalised. The lemma `sandwich_mem` says that a linear subspace contains a x b for every x in the algebra if it contains a g b for every permutation g such that H ∩ gKg⁻¹ has only even elements. The attempt goes by induction on x, through single permutations, sums and scalar multiples. For a permutation g whose overlap has an odd element, it shows that a g b equals its own negative and so is zero.

This version doesn't compile in Lean 4 with Mathlib:

```lean
import Mathlib

open Equiv.Perm
open scoped Classical

namespace SandwichMem

noncomputable section

variable {α : Type*} [Fintype α] [DecidableEq α]

local notation "δ" => MonoidAlgebra.of ℚ (Equiv.Perm α)

/-- The sign of a permutation as a rational number. -/
def sgn (g : Equiv.Perm α) : ℚ := ((sign g : ℤ) : ℚ)

/-- The symmetriser of `H`: the sum of all elements of `H` in the group algebra. -/
def symmetriser (H : Subgroup (Equiv.Perm α)) : MonoidAlgebra ℚ (Equiv.Perm α) :=
  ∑ h : H, δ (h : Equiv.Perm α)

/-- The antisymmetriser of `K`: the sum of all elements of `K`, each with its sign. -/
def antisymmetriser (K : Subgroup (Equiv.Perm α)) : MonoidAlgebra ℚ (Equiv.Perm α) :=
  ∑ k : K, sgn (k : Equiv.Perm α) • δ (k : Equiv.Perm α)

/-- The intersection of `H` with `gKg⁻¹` contains only even permutations. -/
def EvenOverlap (H K : Subgroup (Equiv.Perm α)) (g : Equiv.Perm α) : Prop :=
  ∀ t ∈ H, g⁻¹ * t * g ∈ K → sign t = 1

/-- Conjugate permutations have the same sign. -/
theorem sign_conj (g t : Equiv.Perm α) : sign (g⁻¹ * t * g) = sign t := by
  rw [map_mul, map_mul, mul_right_comm, ← map_mul, inv_mul_cancel, map_one, one_mul]

variable (H K : Subgroup (Equiv.Perm α))

/-- Moving `g` within its double coset changes the product `a g b` only by a sign:
`a (h g k) b = sgn(k) a g b` for `h` in `H` and `k` in `K`. -/
theorem sandwich_smul {h k : Equiv.Perm α} (hh : h ∈ H) (hk : k ∈ K) (g : Equiv.Perm α) :
    symmetriser H * δ (h * g * k) * antisymmetriser K
      = sgn k • (symmetriser H * δ g * antisymmetriser K) := by
  -- the symmetriser absorbs `h`
  have ha : symmetriser H * δ h = symmetriser H := by
    unfold symmetriser
    rw [Finset.sum_mul]
    exact Fintype.sum_equiv (Equiv.mulRight (⟨h, hh⟩ : H)) _ _
      fun x => (map_mul δ (x : Equiv.Perm α) h).symm
  -- the antisymmetriser absorbs `k` up to its sign
  have hb : δ k * antisymmetriser K = sgn k • antisymmetriser K := by
    unfold antisymmetriser
    rw [Finset.mul_sum, Finset.smul_sum]
    refine Fintype.sum_equiv (Equiv.mulLeft (⟨k, hk⟩ : K)) _ _ fun x => ?_
    change δ k * (sgn (x : Equiv.Perm α) • δ (x : Equiv.Perm α))
      = sgn k • (sgn (k * (x : Equiv.Perm α)) • δ (k * (x : Equiv.Perm α)))
    have hs : sgn k * sgn (k * (x : Equiv.Perm α)) = sgn (x : Equiv.Perm α) := by
      rcases Int.units_eq_one_or (sign k) with h1 | h1 <;> simp [sgn, h1]
    rw [mul_smul_comm, ← map_mul δ, smul_smul, hs]
  calc symmetriser H * δ (h * g * k) * antisymmetriser K
      = (symmetriser H * δ h) * δ g * (δ k * antisymmetriser K) := by
        rw [map_mul δ, map_mul δ]
        simp only [mul_assoc]
    _ = _ := by rw [ha, hb, mul_smul_comm]

/-- A subspace that contains `a g b` for every `g` such that `H ∩ gKg⁻¹` has only even
permutations contains `a x b` for every `x` in the group algebra. -/
theorem sandwich_mem (W : Submodule ℚ (MonoidAlgebra ℚ (Equiv.Perm α)))
    (hW : ∀ g, EvenOverlap H K g → symmetriser H * δ g * antisymmetriser K ∈ W)
    (x : MonoidAlgebra ℚ (Equiv.Perm α)) :
    symmetriser H * x * antisymmetriser K ∈ W := by
  refine MonoidAlgebra.induction_on x (fun g => ?_) (fun x y hx hy => ?_)
    (fun c x hx => ?_)
  · by_cases hg : EvenOverlap H K g
    · exact hW g hg
    · -- a shared odd permutation makes the product equal to its own negative
      unfold EvenOverlap at hg
      push_neg at hg
      obtain ⟨t, ht, hk, hs⟩ := hg
      have hc : sgn (g⁻¹ * t * g) = -1 := by
        have h1 := (Int.units_eq_one_or (sign t)).resolve_left hs
        unfold sgn
        rw [sign_conj, h1]
        norm_num
      have e := sandwich_smul H K (H.inv_mem ht) hk g
      rw [show t⁻¹ * g * (g⁻¹ * t * g) = g by group, hc] at e
      have h0 : symmetriser H * δ g * antisymmetriser K = 0 := by
        linear_combination (norm := module) (1 / 2 : ℚ) • e
      rw [h0]
      exact W.zero_mem
  · rw [mul_add, add_mul]
    exact W.add_mem hx hy
  · rw [mul_smul_comm, smul_mul_assoc]
    exact W.smul_mem c hx

end

end SandwichMem
```

Messages:

```
Main.lean:68:2: error: Type mismatch
  MonoidAlgebra.induction_on x (fun g => ?m.56) (fun x y hx hy => ?m.62) fun c x hx => ?m.67
has type
  ?m.54 x
but is expected to have type
  symmetriser H * x * antisymmetriser K ∈ W
```

The induction principle `MonoidAlgebra.induction_on` proves a predicate for every element of the algebra, and here Lean had to find that predicate for itself. In the message it is still the unknown `?m.54`: the `refine` term has type `?m.54 x`, which Lean did not match with the goal `symmetriser H * x * antisymmetriser K ∈ W`. The predicate needed is that goal, read as a function of `x`.

The repair, `induction x using MonoidAlgebra.induction_on`, makes the predicate from the goal in just this way, so nothing is left to be inferred. It gives the same three cases, but without usable names for their variables and hypotheses. The `rename_i` lines supply the names that the old `fun` binders gave, and the arguments within the cases can stay as they were.

The change from `push_neg` to `push Not` answers no message and is mere tidying.

After these edits no error is left:

```diff
@@ -66,11 +66,11 @@
     (x : MonoidAlgebra ℚ (Equiv.Perm α)) :
     symmetriser H * x * antisymmetriser K ∈ W := by
-  refine MonoidAlgebra.induction_on x (fun g => ?_) (fun x y hx hy => ?_)
-    (fun c x hx => ?_)
-  · by_cases hg : EvenOverlap H K g
+  induction x using MonoidAlgebra.induction_on
+  · rename_i g
+    by_cases hg : EvenOverlap H K g
     · exact hW g hg
     · -- a shared odd permutation makes the product equal to its own negative
       unfold EvenOverlap at hg
-      push_neg at hg
+      push Not at hg
       obtain ⟨t, ht, hk, hs⟩ := hg
       have hc : sgn (g⁻¹ * t * g) = -1 := by
@@ -85,7 +85,9 @@
       rw [h0]
       exact W.zero_mem
-  · rw [mul_add, add_mul]
+  · rename_i x y hx hy
+    rw [mul_add, add_mul]
     exact W.add_mem hx hy
-  · rw [mul_smul_comm, smul_mul_assoc]
+  · rename_i c x hx
+    rw [mul_smul_comm, smul_mul_assoc]
     exact W.smul_mem c hx
 
```
